# The Bethe weight as independent sites times edge correlation factors

On a finite graph whose sites each take finitely many states, let every site $i$ have a positive, normalised distribution $p_i$, and every edge $ij$ a nonnegative pair distribution $p_{ij}$ with the site distributions as its marginals. The theorem `betheWeight_eq` says that, for each configuration $s$, the Bethe weight $\prod_{ij} p_{ij}(s_i,s_j) / \prod_i p_i(s_i)^{d_i-1}$, where $d_i$ is the degree of site $i$, equals $\prod_i p_i(s_i)$ times the product over all edges of $p_{ij}(s_i,s_j)/(p_i(s_i)\,p_j(s_j))$. It does not say that these weights sum to one over configurations. The attempt splits each power $d_i-1$ into the power $d_i$ times an inverse, turns the powers $d_i$ into a product over the ends of edges by `prod_pow_degree`, and leaves the remaining algebra to `ring`.

In Lean, a first try:

```lean
import Mathlib

open Finset Function

namespace BetheWeightEq

variable {V S : Type*} [Fintype V] [DecidableEq V] [Fintype S]

/-- Positive site distributions and nonnegative pair distributions on the edges of a graph,
where each pair distribution has the site distributions as its marginals. -/
structure PairFamily (G : SimpleGraph V) (S : Type*) [Fintype S] where
  site : V → S → ℝ
  pair : V → V → S → S → ℝ
  site_pos : ∀ i a, 0 < site i a
  site_sum : ∀ i, ∑ a, site i a = 1
  pair_symm : ∀ i j a b, pair i j a b = pair j i b a
  pair_nonneg : ∀ i j, G.Adj i j → ∀ a b, 0 ≤ pair i j a b
  pair_sum : ∀ i j, G.Adj i j → ∀ a, ∑ b, pair i j a b = site i a

/-- The product of a site quantity over the two ends of an edge. -/
def endProd (x : V → ℝ) : Sym2 V → ℝ :=
  Sym2.lift ⟨fun i j => x i * x j, fun i j => mul_comm (x i) (x j)⟩

variable {G : SimpleGraph V} [DecidableRel G.Adj]

/-- The pair probability that a configuration gives to an edge. -/
def PairFamily.edgeWeight (D : PairFamily G S) (s : V → S) : Sym2 V → ℝ :=
  Sym2.lift ⟨fun i j => D.pair i j (s i) (s j), fun i j => D.pair_symm i j (s i) (s j)⟩

/-- The Bethe weight: the product of edge distributions divided by each site distribution
to the power degree minus one. -/
noncomputable def PairFamily.betheWeight (D : PairFamily G S) (s : V → S) : ℝ :=
  (∏ e ∈ G.edgeFinset, D.edgeWeight s e) / ∏ i, D.site i (s i) ^ ((G.degree i : ℤ) - 1)

/-- The correlation factor of an edge: pair probability over the product of site probabilities. -/
noncomputable def PairFamily.corr (D : PairFamily G S) (s : V → S) (e : Sym2 V) : ℝ :=
  D.edgeWeight s e / endProd (fun v => D.site v (s v)) e

/-- The edges with both ends in the cluster `U`. -/
def clusterEdges (G : SimpleGraph V) [DecidableRel G.Adj] (U : Finset V) : Finset (Sym2 V) :=
  G.edgeFinset.filter (fun e => e ∈ U.sym2)

/-- The weight of independent sites, corrected by the correlation factors inside `U` only. -/
noncomputable def PairFamily.clusterWeight (D : PairFamily G S) (U : Finset V) (s : V → S) : ℝ :=
  (∏ v, D.site v (s v)) * ∏ e ∈ clusterEdges G U, D.corr s e

/-- A product of site quantities to the power degree is a product over the ends of all edges. -/
theorem prod_pow_degree (x : V → ℝ) :
    ∏ v, x v ^ G.degree v = ∏ e ∈ G.edgeFinset, endProd x e := by
  have h : ∀ v, x v ^ G.degree v = ∏ e ∈ G.edgeFinset, if v ∈ e then x v else 1 := by
    intro v
    rw [← G.card_incidenceFinset_eq_degree, G.incidenceFinset_eq_filter, ← prod_const,
      prod_filter]
  rw [prod_congr rfl fun v _ => h v, prod_comm]
  refine prod_congr rfl fun e he => ?_
  induction e using Sym2.ind with
  | _ a b =>
    have hab : G.Adj a b := by simpa using he
    rw [Fintype.prod_eq_mul a b hab.ne (fun v hv => by simp [hv.1, hv.2])]
    simp [endProd]

/-- The Bethe weight is the weight of independent sites times the correlation factors
of all edges. -/
theorem betheWeight_eq (D : PairFamily G S) (s : V → S) :
    D.betheWeight s = D.clusterWeight univ s := by
  have hE : clusterEdges G univ = G.edgeFinset := by
    ext e
    simp [clusterEdges]
  have hz : ∀ v, D.site v (s v) ^ ((G.degree v : ℤ) - 1)
      = D.site v (s v) ^ G.degree v * (D.site v (s v))⁻¹ := fun v => by
    rw [zpow_sub_one₀ (D.site_pos v (s v)).ne', zpow_natCast]
  simp only [PairFamily.betheWeight, PairFamily.clusterWeight, PairFamily.corr, hE]
  rw [prod_congr rfl fun v _ => hz v, prod_mul_distrib, prod_inv_distrib,
    prod_pow_degree (fun v => D.site v (s v)), prod_div_distrib]
  ring

end BetheWeightEq
```

The error:

```
Try this:
  [apply] ring_nf
  
  The `ring` tactic failed to close the goal. Use `ring_nf` to obtain a normal form.
    
  Note that `ring` works primarily in *commutative* rings. If you have a noncommutative ring, abelian group or module, consider using `noncomm_ring`, `abel` or `module` instead.
Main.lean:65:48: error: unsolved goals
V : Type u_1
S : Type u_2
inst✝³ : Fintype V
inst✝² : DecidableEq V
inst✝¹ : Fintype S
G : SimpleGraph V
inst✝ : DecidableRel G.Adj
D : PairFamily G S
s : V → S
hE : clusterEdges G univ = G.edgeFinset
hz : ∀ (v : V), D.site v (s v) ^ (↑(G.degree v) - 1) = D.site v (s v) ^ G.degree v * (D.site v (s v))⁻¹
⊢ (∏ e ∈ G.edgeFinset, D.edgeWeight s e) * (∏ e ∈ G.edgeFinset, endProd (fun v => D.site v (s v)) e)⁻¹ *
      (∏ v, D.site v (s v))⁻¹⁻¹ =
    ((∏ e ∈ G.edgeFinset, D.edgeWeight s e) * ∏ x, D.site x (s x)) *
      (∏ e ∈ G.edgeFinset, endProd (fun x => D.site x (s x)) e)⁻¹
```

Lean accepts the file once it reads:

```diff
@@ -73,4 +73,5 @@
   rw [prod_congr rfl fun v _ => hz v, prod_mul_distrib, prod_inv_distrib,
     prod_pow_degree (fun v => D.site v (s v)), prod_div_distrib]
+  simp only [div_eq_mul_inv, mul_inv, inv_inv]
   ring
 
```

What went wrong. The first message says that `ring` did not close the goal, and its suggestion of `ring_nf` would not finish the proof either. The error shows what was left: the two sides have the same factors, except that the left has `(∏ v, D.site v (s v))⁻¹⁻¹` where the right has the product itself. The different bound names `v` and `x` don't matter.

The double inverse arises because the Bethe weight divides by an expression that already contains the inverse of the site product. In normalising the quotient, `ring` inverted that inverse but did not cancel the pair, so it did not recognise the two factors as equal.

The added `simp only` cures this before `ring` runs. `div_eq_mul_inv` writes the divisions as multiplications by inverses, `mul_inv` distributes the inverse over the denominator's two factors, and `inv_inv` removes the double inverse. Both sides are then the same three factors in different arrangements, which `ring` can match.
